# Under $\omega=w(1+x)/(1-x)$, the scale $w=\sqrt{D_1D_2}$ maximises the smallest pole semi-axis for positive Lorentzian widths in $[D_1,D_2]$

Take one Lorentzian of width $\Delta$ and set the scale $w$ equal to $\Delta$. Multiplied by the Jacobian of the map, it becomes

$$\frac{\Delta}{\Delta^2+\omega^2}\,\frac{d\omega}{dx}=\frac{1}{1+x^2},$$

with poles at $\pm i$. The ellipse with foci $\pm1$ through these points has semi-major axis $\sqrt2$. If $w$ is made larger or smaller than $\Delta$, the poles slide along the unit circle towards $-1$ or $+1$, and the ellipse flattens onto the interval $[-1,1]$. One scale cannot equal two different widths. For a range of widths, the scale that makes the smallest semi-axis as large as possible turns out to balance the narrowest against the broadest.

Such Lorentzians appear in imaginary-frequency integrals over the response of non-interacting electrons, where $\Delta$ is an excitation energy (with $\hbar=1$). A larger ellipse means faster convergence of Gauss–Legendre quadrature, by a classical estimate quoted at the end. For this model integrand and this one-parameter map, the result therefore gives the scale with the best convergence rate for the worst width in the range.

## The map, the poles and their ellipses

The map and the Lorentzian are real functions, `freqMap` and `lorentzian`.

```lean
import Mathlib

open Complex

namespace LorentzianQuadrature

noncomputable section

/-- The rational map from the quadrature variable `x` to the frequency, with scale `w`. -/
def freqMap (w x : ℝ) : ℝ := w * (1 + x) / (1 - x)

/-- The Lorentzian of width `Δ` at frequency `ω`. -/
def lorentzian (Δ ω : ℝ) : ℝ := Δ / (Δ ^ 2 + ω ^ 2)
```

With the reduced width $\rho=\Delta/w$, `poleDenom` is the denominator of the transformed integrand at complex $z$. Its zeros are the poles, because the numerator $2\rho$ is a nonzero constant for $\rho>0$.

```lean
/-- The denominator of the transformed Lorentzian, continued to complex `z`;
`ρ` is the width in units of the frequency scale. -/
def poleDenom (ρ : ℝ) (z : ℂ) : ℂ := (ρ : ℂ) ^ 2 * (1 - z) ^ 2 + (1 + z) ^ 2
```

The semi-major axis of a point is half the sum of its distances to the foci. It equals 1 on $[-1,1]$ and exceeds 1 elsewhere.

```lean
/-- The semi-major axis of the ellipse with foci `1` and `-1` through `z`. -/
def ellipseAxis (z : ℂ) : ℝ := (‖z + 1‖ + ‖z - 1‖) / 2
```

The poles turn out to have semi-axis $A(\rho)=(1+\rho)/\sqrt{1+\rho^2}$, written `poleAxis`. The set `poleAxes w D₁ D₂` collects the semi-axes of all poles for all widths in the closed interval, computed from the poles themselves and not from $A$.

```lean
/-- The function `(1 + ρ) / √(1 + ρ²)` of the reduced width `ρ`. -/
def poleAxis (ρ : ℝ) : ℝ := (1 + ρ) / √(1 + ρ ^ 2)

/-- The semi-axes of all poles of the transformed Lorentzians with widths in `[D₁, D₂]`,
at frequency scale `w`. -/
def poleAxes (w D₁ D₂ : ℝ) : Set ℝ :=
  {a | ∃ Δ ∈ Set.Icc D₁ D₂, ∃ z : ℂ, poleDenom (Δ / w) z = 0 ∧ a = ellipseAxis z}
```

## $x\ne1$: finite frequency

The point $x=1$ corresponds to infinite frequency. By hand, the condition permits the quotient rule:

$$\frac{d\omega}{dx}=w\,\frac{(1-x)+(1+x)}{(1-x)^2}=\frac{2w}{(1-x)^2}.$$

The proof uses it in the same place, as the nonzero denominator required by `fun_div`. At $x=1$ the map has no finite value, although the transformed integrand has the finite limit $\rho/2$.

```lean
/-- The Jacobian of the frequency map is `2 w / (1 - x)²`. -/
theorem hasDerivAt_freqMap (w : ℝ) {x : ℝ} (hx : x ≠ 1) :
    HasDerivAt (freqMap w) (2 * w / (1 - x) ^ 2) x := by
  have h1 : 1 - x ≠ 0 := sub_ne_zero.2 hx.symm
  have h := (((hasDerivAt_id' x).const_add 1).const_mul w).fun_div
    ((hasDerivAt_id' x).const_sub 1) h1
  exact h.congr_deriv (by congr 1; ring)
```

## $w>0$: a positive frequency scale

The scale is the frequency assigned to $x=0$. A positive $w$ sends $[-1,1)$ to the non-negative frequencies. Dividing by it gives

$$\Delta^2+\omega^2=\frac{w^2\left[\rho^2(1-x)^2+(1+x)^2\right]}{(1-x)^2},$$

and the factors $(1-x)^2$ cancel against the Jacobian:

$$\frac{\Delta}{\Delta^2+\omega^2}\,\frac{d\omega}{dx}=\frac{2\rho}{\rho^2(1-x)^2+(1+x)^2}.$$

In the proof, `e` is the first identity, and `field_simp` performs the cancellation. The theorem uses the actual derivative of the map and also states that the denominator is positive. With $w=0$ every node would sit at zero frequency; a negative $w$ would reverse the frequency axis and make $\rho$ negative.

```lean
/-- The Lorentzian times the Jacobian is a rational function of `x` with a positive
denominator, depending on width and scale only through their ratio. -/
theorem transformed_lorentzian {w Δ x : ℝ} (hw : 0 < w) (hΔ : 0 < Δ) (hx : x ≠ 1) :
    0 < (Δ / w) ^ 2 * (1 - x) ^ 2 + (1 + x) ^ 2 ∧
    lorentzian Δ (freqMap w x) * deriv (freqMap w) x =
      2 * (Δ / w) / ((Δ / w) ^ 2 * (1 - x) ^ 2 + (1 + x) ^ 2) := by
  have h1 : 1 - x ≠ 0 := sub_ne_zero.2 hx.symm
  have hw' := hw.ne'
  have hpos : 0 < (Δ / w) ^ 2 * (1 - x) ^ 2 + (1 + x) ^ 2 := by
    have : 0 < (Δ / w) ^ 2 * (1 - x) ^ 2 := by positivity
    linarith [sq_nonneg (1 + x)]
  refine ⟨hpos, ?_⟩
  have e : Δ ^ 2 + (w * (1 + x) / (1 - x)) ^ 2 =
      w ^ 2 * ((Δ / w) ^ 2 * (1 - x) ^ 2 + (1 + x) ^ 2) / (1 - x) ^ 2 := by
    field_simp
  rw [(hasDerivAt_freqMap w hx).deriv]
  unfold lorentzian freqMap
  rw [e]
  generalize (Δ / w) ^ 2 * (1 - x) ^ 2 + (1 + x) ^ 2 = B at hpos ⊢
  have hB := hpos.ne'
  field_simp
```

## $\rho>0$: a nonzero excitation energy

A positive width means that the transition costs energy. Finding the zeros does not need this. The equation $(1+z)^2=-\rho^2(1-z)^2$ gives $1+z=\pm i\rho(1-z)$, hence

$$z_\pm=\frac{-1\pm i\rho}{1\pm i\rho}.$$

The next theorem therefore holds for every real $\rho$. Its proof factors the denominator over the complex numbers, having checked that $1\pm i\rho$ has real part 1 and cannot vanish.

```lean
/-- The complex zeros of the denominator `poleDenom ρ` in closed form, for every real `ρ`. -/
theorem poleDenom_eq_zero_iff (ρ : ℝ) (z : ℂ) :
    poleDenom ρ z = 0 ↔
      z = (-1 + I * ρ) / (1 + I * ρ) ∨ z = (-1 - I * ρ) / (1 - I * ρ) := by
  have hp : (1 + I * ρ : ℂ) ≠ 0 := by
    intro h
    have := congrArg Complex.re h
    simp at this
  have hm : (1 - I * ρ : ℂ) ≠ 0 := by
    intro h
    have := congrArg Complex.re h
    simp at this
  -- the denominator is a sum of squares and splits over the complex numbers
  have hf : poleDenom ρ z =
      (z * (1 + I * ρ) - (-1 + I * ρ)) * (z * (1 - I * ρ) - (-1 - I * ρ)) := by
    unfold poleDenom
    linear_combination (ρ : ℂ) ^ 2 * (1 - z) ^ 2 * Complex.I_sq
  rw [hf, mul_eq_zero, sub_eq_zero, sub_eq_zero, eq_div_iff hp, eq_div_iff hm]
```

Numerator and denominator of $z_\pm$ have equal modulus, so $|z_\pm|=1$. The distances to the foci follow from $z_\pm+1=\pm2i\rho/(1\pm i\rho)$ and $z_\pm-1=-2/(1\pm i\rho)$:

$$|z_\pm+1|=\frac{2\rho}{\sqrt{1+\rho^2}},\qquad |z_\pm-1|=\frac{2}{\sqrt{1+\rho^2}}.$$

Half their sum is $A(\rho)$. Positivity enters where $|\rho|$ is replaced by $\rho$; for negative $\rho$ the formula fails.

The Lean proof reaches the same distances through real and imaginary parts. For either sign of the square root, `key` yields $|z|^2=1$ and $1+\operatorname{Re}z=\rho^2(1-\operatorname{Re}z)$. These two equations determine both squared distances, and non-negativity allows the squares to be removed.

```lean
/-- Every pole lies on the unit circle, and on the ellipse with foci `1` and `-1` whose
semi-major axis is `(1 + ρ) / √(1 + ρ²)`. -/
theorem pole_geometry {ρ : ℝ} (hρ : 0 < ρ) {z : ℂ} (hz : poleDenom ρ z = 0) :
    ‖z‖ = 1 ∧ ellipseAxis z = (1 + ρ) / √(1 + ρ ^ 2) := by
  have hsq : (1 + z) ^ 2 = (I * ρ * (1 - z)) ^ 2 := by
    unfold poleDenom at hz
    linear_combination hz - (ρ : ℂ) ^ 2 * (1 - z) ^ 2 * Complex.I_sq
  -- real and imaginary parts of the pole condition
  have key : z.re ^ 2 + z.im ^ 2 = 1 ∧ 1 + z.re = ρ ^ 2 * (1 - z.re) := by
    rcases sq_eq_sq_iff_eq_or_eq_neg.mp hsq with h | h
    all_goals
      have h1 := congrArg Complex.re h
      have h2 := congrArg Complex.im h
      simp only [add_re, add_im, one_re, one_im, mul_re, mul_im, sub_re, sub_im, neg_re,
        neg_im, I_re, I_im, ofReal_re, ofReal_im] at h1 h2
    · exact ⟨by linear_combination z.im * h2 - (1 - z.re) * h1,
        by linear_combination h1 + ρ * h2⟩
    · exact ⟨by linear_combination z.im * h2 - (1 - z.re) * h1,
        by linear_combination h1 - ρ * h2⟩
  obtain ⟨hab, hr⟩ := key
  have hS : 0 < 1 + ρ ^ 2 := by positivity
  have hn : ‖z‖ = 1 := by
    refine (sq_eq_sq₀ (norm_nonneg z) zero_le_one).mp ?_
    rw [Complex.sq_norm, Complex.normSq_apply]
    linear_combination hab
  -- distances to the two foci
  have hm : ‖z - 1‖ = 2 / √(1 + ρ ^ 2) := by
    refine (sq_eq_sq₀ (norm_nonneg _) (by positivity)).mp ?_
    rw [div_pow, Real.sq_sqrt hS.le, Complex.sq_norm, Complex.normSq_apply,
      eq_div_iff hS.ne', sub_re, sub_im, one_re, one_im]
    linear_combination (1 + ρ ^ 2) * hab - 2 * hr
  have hp : ‖z + 1‖ = 2 * ρ / √(1 + ρ ^ 2) := by
    refine (sq_eq_sq₀ (norm_nonneg _) (by positivity)).mp ?_
    rw [div_pow, Real.sq_sqrt hS.le, Complex.sq_norm, Complex.normSq_apply,
      eq_div_iff hS.ne', add_re, add_im, one_re, one_im]
    linear_combination (1 + ρ ^ 2) * hab + 2 * hr
  refine ⟨hn, ?_⟩
  unfold ellipseAxis
  rw [hm, hp]
  ring
```

Positivity also makes it safe to compare semi-axes by squaring. Since $A(\rho)^2=1+2\rho/(1+\rho^2)$, the inequality $A(\rho)\le A(\sigma)$ is equivalent to $\rho(1+\sigma^2)\le\sigma(1+\rho^2)$, that is, to

$$0\le(\sigma-\rho)(1-\rho\sigma).$$

The proof squares, clears the positive denominators and leaves the polynomial rearrangement to `nlinarith`.

```lean
/-- Two reduced widths are ordered by semi-axis according to the sign of
`(σ - ρ) (1 - ρ σ)`. -/
theorem poleAxis_le_iff {ρ σ : ℝ} (hρ : 0 < ρ) (hσ : 0 < σ) :
    poleAxis ρ ≤ poleAxis σ ↔ 0 ≤ (σ - ρ) * (1 - ρ * σ) := by
  have h1 : 0 < 1 + ρ ^ 2 := by positivity
  have h2 : 0 < 1 + σ ^ 2 := by positivity
  unfold poleAxis
  rw [← sq_le_sq₀ (by positivity) (by positivity), div_pow, div_pow,
    Real.sq_sqrt h1.le, Real.sq_sqrt h2.le, div_le_div_iff₀ h1 h2]
  constructor <;> intro h <;> nlinarith
```

## $0<D_1\le D_2$: a gapped, nonempty range

Here $D_1$ stands for the smallest excitation energy and $D_2$ for the largest. The ordering makes the interval nonempty, and equality, a single width, is allowed. With the order reversed there would be no poles to minimise over.

Let $\rho_1\le t\le\rho_2$ be reduced widths, with $\rho_1$ and $\rho_2$ belonging to the end points. If $\rho_1t\le1$, then $(t-\rho_1)(1-\rho_1t)\ge0$, so $A(\rho_1)\le A(t)$. Otherwise $\rho_2t\ge\rho_1t\ge1$, both factors of $(t-\rho_2)(1-\rho_2t)$ are non-positive, and $A(\rho_2)\le A(t)$. The minimum is therefore at an end point.

`IsLeast` requires the value to belong to the set and to bound it from below. The explicit poles supply membership, and the case split on $\rho_1t\le1$ supplies the bound.

The condition $D_1>0$ keeps every reduced width positive. As $D_1\to0$ at fixed $w$, a pole approaches $-1$ and its semi-axis tends to 1: a closing gap defeats any fixed scale. Readjusting $w$ slows this decline but cannot stop it while $D_2$ stays fixed, since the best value, found below, also tends to 1.

```lean
/-- Over an interval of widths the smallest semi-axis is attained at one of the two
end points. -/
theorem isLeast_poleAxes {w D₁ D₂ : ℝ} (hw : 0 < w) (h₁ : 0 < D₁) (h₁₂ : D₁ ≤ D₂) :
    IsLeast (poleAxes w D₁ D₂) (min (poleAxis (D₁ / w)) (poleAxis (D₂ / w))) := by
  have hmem : ∀ Δ ∈ Set.Icc D₁ D₂, poleAxis (Δ / w) ∈ poleAxes w D₁ D₂ := by
    intro Δ hΔ
    have hz := (poleDenom_eq_zero_iff (Δ / w) _).2 (Or.inl rfl)
    exact ⟨Δ, hΔ, _, hz, (pole_geometry (div_pos (h₁.trans_le hΔ.1) hw) hz).2.symm⟩
  constructor
  · rcases min_choice (poleAxis (D₁ / w)) (poleAxis (D₂ / w)) with h | h <;> rw [h]
    · exact hmem D₁ ⟨le_rfl, h₁₂⟩
    · exact hmem D₂ ⟨h₁₂, le_rfl⟩
  · rintro a ⟨Δ, hΔ, z, hz, rfl⟩
    have ha : 0 < D₁ / w := div_pos h₁ hw
    have ht : 0 < Δ / w := div_pos (h₁.trans_le hΔ.1) hw
    have hb : 0 < D₂ / w := div_pos (h₁.trans_le h₁₂) hw
    have hat : D₁ / w ≤ Δ / w := div_le_div_of_nonneg_right hΔ.1 hw.le
    have htb : Δ / w ≤ D₂ / w := div_le_div_of_nonneg_right hΔ.2 hw.le
    rw [(pole_geometry ht hz).2]
    change _ ≤ poleAxis (Δ / w)
    rw [min_le_iff, poleAxis_le_iff ha ht, poleAxis_le_iff hb ht]
    rcases le_total (D₁ / w * (Δ / w)) 1 with h | h
    · exact Or.inl (mul_nonneg (sub_nonneg.2 hat) (sub_nonneg.2 h))
    · have h' : 1 ≤ D₂ / w * (Δ / w) :=
        h.trans (mul_le_mul_of_nonneg_right (hat.trans htb) ht.le)
      exact Or.inr (mul_nonneg_of_nonpos_of_nonpos (sub_nonpos.2 htb) (sub_nonpos.2 h'))
```

## $w\ne\sqrt{D_1D_2}$: a scale away from the balance point

Write $p=\sqrt{D_1}$ and $q=\sqrt{D_2}$. At $w=pq$ the end points have reduced widths $p/q$ and $q/p$. Both give

$$A(p/q)=A(q/p)=\frac{p+q}{\sqrt{p^2+q^2}}=\frac{\sqrt{D_1}+\sqrt{D_2}}{\sqrt{D_1+D_2}}.$$

The next lemma evaluates $A$ at such a ratio.

```lean
/-- The semi-axis for a reduced width given as a ratio `p / q`. -/
theorem poleAxis_div {p q : ℝ} (hp : 0 < p) (hq : 0 < q) :
    poleAxis (p / q) = (p + q) / √(p ^ 2 + q ^ 2) := by
  have hq' := hq.ne'
  have e : √(1 + (p / q) ^ 2) = √(p ^ 2 + q ^ 2) / q := by
    rw [show 1 + (p / q) ^ 2 = (p ^ 2 + q ^ 2) / q ^ 2 by field_simp; ring,
      Real.sqrt_div (by positivity), Real.sqrt_sq hq.le]
  have hS : 0 < √(p ^ 2 + q ^ 2) := Real.sqrt_pos.2 (by positivity)
  unfold poleAxis
  rw [e]
  generalize √(p ^ 2 + q ^ 2) = S at hS ⊢
  have hS' := hS.ne'
  field_simp
  ring
```

If $w<pq$, the largest width has $q^2/w>q/p\ge1$. An inequality $A(q/p)\le A(q^2/w)$ would require

$$\left(\frac{q^2}{w}-\frac qp\right)\left(1-\frac qp\,\frac{q^2}{w}\right)\ge0,$$

but the first factor is positive and the second negative. The largest width is thus strictly worse than at the balance point. If $w>pq$, then $p^2/w<p/q\le1$, and the same argument with the signs exchanged makes the smallest width strictly worse.

The final theorem has these two parts: the minimum at the geometric mean, and a strictly smaller minimum at every other positive scale. Together they give optimality and uniqueness. The hypothesis `w ≠ √(D₁ * D₂)` is used to split into the two cases; at equality the strict inequality is false. In the proof, `h3` and `h5` fix the signs of the two factors, contradicting `h0`.

```lean
/-- For widths in `[D₁, D₂]` the smallest pole semi-axis at scale `√(D₁ D₂)` is
`(√D₁ + √D₂) / √(D₁ + D₂)`, and at every other positive scale it is strictly smaller. -/
theorem geometric_mean_optimal {D₁ D₂ : ℝ} (h₁ : 0 < D₁) (h₁₂ : D₁ ≤ D₂) :
    IsLeast (poleAxes (√(D₁ * D₂)) D₁ D₂) ((√D₁ + √D₂) / √(D₁ + D₂)) ∧
    ∀ w, 0 < w → w ≠ √(D₁ * D₂) →
      ∃ m, IsLeast (poleAxes w D₁ D₂) m ∧ m < (√D₁ + √D₂) / √(D₁ + D₂) := by
  have h₂ : 0 < D₂ := h₁.trans_le h₁₂
  obtain ⟨p, hp, rfl⟩ : ∃ p, 0 < p ∧ D₁ = p ^ 2 :=
    ⟨√D₁, Real.sqrt_pos.2 h₁, (Real.sq_sqrt h₁.le).symm⟩
  obtain ⟨q, hq, rfl⟩ : ∃ q, 0 < q ∧ D₂ = q ^ 2 :=
    ⟨√D₂, Real.sqrt_pos.2 h₂, (Real.sq_sqrt h₂.le).symm⟩
  have hpq : p ≤ q := (sq_le_sq₀ hp.le hq.le).mp h₁₂
  have hp' := hp.ne'
  have hq' := hq.ne'
  rw [← mul_pow, Real.sqrt_sq (mul_pos hp hq).le, Real.sqrt_sq hp.le, Real.sqrt_sq hq.le]
  -- at the geometric mean both end points give the same semi-axis
  have g1 := poleAxis_div hp hq
  have g2 : poleAxis (q / p) = (p + q) / √(p ^ 2 + q ^ 2) := by
    rw [poleAxis_div hq hp, add_comm q p, add_comm (q ^ 2) (p ^ 2)]
  constructor
  · have h := isLeast_poleAxes (mul_pos hp hq) h₁ h₁₂
    rwa [show p ^ 2 / (p * q) = p / q by field_simp,
      show q ^ 2 / (p * q) = q / p by field_simp, g1, g2, min_self] at h
  · intro w hw hne
    refine ⟨_, isLeast_poleAxes hw h₁ h₁₂, ?_⟩
    rw [min_lt_iff]
    rcases lt_or_gt_of_ne hne with h | h
    · -- scale too small: the largest width is worse
      right
      rw [← g2]
      refine lt_of_not_ge fun hle => ?_
      have h0 := (poleAxis_le_iff (div_pos hq hp) (div_pos h₂ hw)).1 hle
      have h3 : q / p < q ^ 2 / w := by
        rw [div_lt_div_iff₀ hp hw]
        nlinarith [mul_pos hq (sub_pos.2 h)]
      have h4 : 1 ≤ q / p := (one_le_div hp).2 hpq
      have h5 : 1 < q / p * (q ^ 2 / w) := by nlinarith
      nlinarith [mul_pos (sub_pos.2 h3) (sub_pos.2 h5)]
    · -- scale too large: the smallest width is worse
      left
      rw [← g1]
      refine lt_of_not_ge fun hle => ?_
      have h0 := (poleAxis_le_iff (div_pos hp hq) (div_pos h₁ hw)).1 hle
      have h3 : p ^ 2 / w < p / q := by
        rw [div_lt_div_iff₀ hw hq]
        nlinarith [mul_pos hp (sub_pos.2 h)]
      have h4 : p / q ≤ 1 := (div_le_one hq).2 hpq
      have h6 : 0 < p ^ 2 / w := div_pos h₁ hw
      have h5 : p / q * (p ^ 2 / w) < 1 := by nlinarith
      nlinarith [mul_pos (sub_pos.2 h3) (sub_pos.2 h5)]

end

end LorentzianQuadrature
```

```lean
#print axioms LorentzianQuadrature.transformed_lorentzian
-- 'LorentzianQuadrature.transformed_lorentzian' depends on axioms: [propext, Classical.choice, Quot.sound]
#print axioms LorentzianQuadrature.geometric_mean_optimal
-- 'LorentzianQuadrature.geometric_mean_optimal' depends on axioms: [propext, Classical.choice, Quot.sound]
```

## A grid for widths from 1 to 9

Given Gauss–Legendre nodes $x_i$ and weights $v_i$ on $[-1,1]$, a code forms

$$\omega_i=w\,\frac{1+x_i}{1-x_i},\qquad W_i=\frac{2w\,v_i}{(1-x_i)^2},$$

and sums $W_i$ times the integrand at $\omega_i$. With estimates of the smallest and largest excitation energies, $w=\sqrt{D_1D_2}$ can be set before the loop.

For $D_1=1$ and $D_2=9$ in any energy unit, the balanced scale is $w=3$. The end points have $\rho=1/3$ and $\rho=3$, both with semi-axis $4/\sqrt{10}\approx1.265$. At $w=1$ the width 9 has $\rho=9$ and semi-axis $10/\sqrt{82}\approx1.104$; at $w=9$ the width 1 has $\rho=1/9$ and the same semi-axis.

The link from semi-axis to accuracy is a classical error estimate, which the theorems above do not include: with $n$ nodes the Gauss–Legendre error for the worst width in the range decays essentially like $r^{-2n}$, where $r=a+\sqrt{a^2-1}$ and $a$ is the smallest pole semi-axis. Here $r\approx2.04$ at $w=3$, against $1.57$ at $w=1$ or $w=9$.
